# Dephasing in a finite basis: the long-time average of a projector evolving under a fixed Hamiltonian is idempotent exactly when the projector commutes with it

Non-interacting fermions are prepared in a Slater determinant and then evolve under a fixed one-particle Hamiltonian H, as after a sudden change of the external potential. Their one-particle density matrix starts as the projector P onto the occupied orbitals: P is Hermitian and P² = P. In the eigenbasis of H, with levels e_j, each off-diagonal entry P_jk rotates at the Bohr frequency e_j − e_k, in units with ħ = 1. The time-averaged expectation value of any fixed one-particle observable follows from the time average of the density matrix, and the question is whether this average is still the projector of a determinant. For a finite basis and a time-independent H, the average has a limit D, and D is idempotent if and only if P commutes with H.

## The Hamiltonian and the evolving density matrix

The basis states are labelled by a finite type `n`, matrices have complex entries, and ħ = 1, so that energies are angular frequencies.

```lean
import Mathlib

open Matrix Filter Topology
open Complex (I)

namespace DensityMatrixDephasing

noncomputable section

variable {n : Type*} [Fintype n] [DecidableEq n]
```

The basis is taken to be an orthonormal eigenbasis of H. The levels are a function `e : n → ℝ`, and their being real makes H Hermitian. Different states may share a level. With δ_jk the Kronecker symbol,

H_jk = e_j δ_jk.

```lean
/-- The one-particle Hamiltonian, diagonal with real levels `e j`. -/
def hamiltonian (e : n → ℝ) : Matrix n n ℂ := diagonal fun j => (e j : ℂ)
```

An orbital with components c_j acquires the phases c_j exp(−i e_j t). With the convention that P_jk is the sum of c_j c_k* over the occupied orbitals, the star denoting complex conjugation, the density matrix at time t is

ρ(t)_jk = exp(−i (e_j − e_k) t) P_jk.

This formula is the definition of `evolve`, for an arbitrary complex matrix P.

```lean
/-- The density matrix at time `t`, with entries `exp(-i (e j - e k) t) P j k`. -/
def evolve (e : n → ℝ) (P : Matrix n n ℂ) (t : ℝ) : Matrix n n ℂ :=
  of fun j k => Complex.exp (-I * ((e j - e k : ℝ) : ℂ) * (t : ℂ)) * P j k
```

The average over the interval from 0 to T is taken entry by entry:

A(T)_jk = (1/T) ∫₀ᵀ ρ(t)_jk dt.

```lean
/-- The average of the evolving density matrix over the time interval `[0, T]`. -/
def timeAverage (e : n → ℝ) (P : Matrix n n ℂ) (T : ℝ) : Matrix n n ℂ :=
  of fun j k => (T : ℂ)⁻¹ * ∫ t in (0 : ℝ)..T, evolve e P t j k
```

The candidate for the limit is the dephased matrix D, which keeps the blocks of P inside each degenerate level:

D_jk = P_jk if e_j = e_k, and D_jk = 0 otherwise.

```lean
/-- The dephased matrix: entries of `P` between equal levels are kept, all others are zero. -/
def dephase (e : n → ℝ) (P : Matrix n n ℂ) : Matrix n n ℂ :=
  of fun j k => if e j = e k then P j k else 0
```

The weight of the discarded entries is the real number C, in which `Complex.normSq` is the squared modulus and each ordered pair (j, k) is counted:

C = Σ over (j, k) with e_j ≠ e_k of |P_jk|².

```lean
/-- The sum of `|P j k|²` over all pairs of states with different levels. -/
def coherence (e : n → ℝ) (P : Matrix n n ℂ) : ℝ :=
  ∑ j, ∑ k, if e j = e k then 0 else Complex.normSq (P j k)
```

## The equation of motion and the conserved projector property

Differentiating the phase gives

d ρ(t)_jk / dt = −i (e_j − e_k) ρ(t)_jk.

Since H is diagonal, (Hρ)_jk = e_j ρ_jk and (ρH)_jk = ρ_jk e_k, so the right side is −i [H, ρ]_jk. This is the Liouville-von Neumann equation dρ/dt = −i [H, ρ]. In Lean, `h` is the chain rule for the exponential of a linear function times the constant `P j k`, and `diagonal_mul` and `mul_diagonal` evaluate the two matrix products. The theorem says that `evolve` is a solution; uniqueness of the solution is not part of it.

```lean
/-- The evolving density matrix obeys the Liouville-von Neumann equation
`dρ/dt = -i [H, ρ]`, entry by entry. -/
theorem evolve_liouville (e : n → ℝ) (P : Matrix n n ℂ) (t : ℝ) (j k : n) :
    HasDerivAt (fun s => evolve e P s j k)
      (-I * (hamiltonian e * evolve e P t - evolve e P t * hamiltonian e) j k) t := by
  have h := (((hasDerivAt_id' t).ofReal_comp.const_mul
    (-I * ((e j - e k : ℝ) : ℂ))).cexp).mul_const (P j k)
  refine h.congr_deriv ?_
  simp only [evolve, hamiltonian, Matrix.sub_apply, diagonal_mul, mul_diagonal, of_apply]
  push_cast
  ring
```

If P is Hermitian, then P_kj* = P_jk, and conjugation reverses the sign of the phase:

ρ(t)_kj* = exp(+i (e_k − e_j) t) P_jk = ρ(t)_jk.

If P² = P, the phases of the intermediate level l cancel in the product:

Σ_l ρ_jl ρ_lk = Σ_l exp(−i (e_j − e_l) t) exp(−i (e_l − e_k) t) P_jl P_lk = exp(−i (e_j − e_k) t) P_jk.

The statement `hph` is the splitting of the phase and `hjk` is idempotency written as a sum over l. So ρ(t) is a projector at every time, and any loss of idempotency comes from the averaging and not from the dynamics.

```lean
omit [DecidableEq n] in
/-- If `P` is Hermitian and idempotent, so is the density matrix at every time `t`. -/
theorem evolve_projector (e : n → ℝ) {P : Matrix n n ℂ} (hP : P.IsHermitian)
    (hPP : P * P = P) (t : ℝ) :
    (evolve e P t).IsHermitian ∧ evolve e P t * evolve e P t = evolve e P t := by
  constructor
  · refine Matrix.IsHermitian.ext fun j k => ?_
    simp only [evolve, of_apply]
    rw [star_mul', hP.apply j k, Complex.star_def, ← Complex.exp_conj]
    congr 2
    simp only [map_mul, map_neg, Complex.conj_I, Complex.conj_ofReal]
    push_cast
    ring
  · ext j k
    have hjk : P j k = ∑ l, P j l * P l k := by rw [← Matrix.mul_apply, hPP]
    simp only [evolve, Matrix.mul_apply, of_apply]
    rw [hjk, Finset.mul_sum]
    refine Finset.sum_congr rfl fun l _ => ?_
    -- the phases of the intermediate level cancel
    have hph : Complex.exp (-I * ((e j - e k : ℝ) : ℂ) * (t : ℂ)) =
        Complex.exp (-I * ((e j - e l : ℝ) : ℂ) * (t : ℂ)) *
          Complex.exp (-I * ((e l - e k : ℝ) : ℂ) * (t : ℂ)) := by
      rw [← Complex.exp_add]
      congr 1
      push_cast
      ring
    rw [hph]
    ring
```

## The average of a phase and the long-time limit

Let ω be a real frequency. For ω = 0 the integrand is 1 and the average equals 1 for every T > 0. For ω ≠ 0,

∫₀ᵀ exp(−iωt) dt = (exp(−iωT) − 1) / (−iω).

Both terms of the numerator have modulus 1, so the integral is bounded by 2/|ω| whatever T is, and

|(1/T) ∫₀ᵀ exp(−iωt) dt| ≤ 2 / (|ω| T) → 0 as T → ∞.

The filter `atTop` on the reals expresses T → ∞. The closed form of the integral is `integral_exp_mul_complex`, `h1` gives the unit modulus, `hb` is the bound, `hlim` is the vanishing of the bound divided by T, and `squeeze_zero_norm'` concludes. Both cases are argued for T > 0 only, which is all that a limit at infinity depends on.

```lean
/-- The average of the phase `exp(-i ω t)` over `[0, T]` tends, as `T → ∞`, to `1` for
`ω = 0` and to `0` otherwise. -/
theorem phase_average (ω : ℝ) :
    Tendsto (fun T : ℝ => (T : ℂ)⁻¹ * ∫ t in (0 : ℝ)..T, Complex.exp (-I * (ω : ℂ) * (t : ℂ)))
      atTop (𝓝 (if ω = 0 then 1 else 0)) := by
  rcases eq_or_ne ω 0 with rfl | hω
  · rw [if_pos rfl]
    refine tendsto_const_nhds.congr' ?_
    filter_upwards [eventually_gt_atTop (0 : ℝ)] with T hT
    have hT' : (T : ℂ) ≠ 0 := Complex.ofReal_ne_zero.2 hT.ne'
    simp [hT']
  · rw [if_neg hω]
    have hc : (-I * (ω : ℂ)) ≠ 0 :=
      mul_ne_zero (neg_ne_zero.2 Complex.I_ne_zero) (Complex.ofReal_ne_zero.2 hω)
    have h1 : ∀ s : ℝ, ‖Complex.exp (-I * (ω : ℂ) * (s : ℂ))‖ = 1 := by
      intro s
      rw [Complex.norm_exp]
      simp
    -- the integral of an oscillating phase stays bounded by 2 / |ω|
    have hb : ∀ T : ℝ, ‖∫ t in (0 : ℝ)..T, Complex.exp (-I * (ω : ℂ) * (t : ℂ))‖
        ≤ 2 / ‖-I * (ω : ℂ)‖ := by
      intro T
      rw [integral_exp_mul_complex hc, norm_div]
      refine div_le_div_of_nonneg_right ?_ (norm_nonneg _)
      refine (norm_sub_le _ _).trans ?_
      rw [h1 T, h1 0]
      norm_num
    have hlim : Tendsto (fun T : ℝ => T⁻¹ * (2 / ‖-I * (ω : ℂ)‖)) atTop (𝓝 0) := by
      have h := (tendsto_inv_atTop_zero (𝕜 := ℝ)).mul_const (2 / ‖-I * (ω : ℂ)‖)
      rwa [zero_mul] at h
    refine squeeze_zero_norm' ?_ hlim
    filter_upwards [eventually_gt_atTop (0 : ℝ)] with T hT
    rw [norm_mul, norm_inv, Complex.norm_real, Real.norm_of_nonneg hT.le]
    exact mul_le_mul_of_nonneg_left (hb T) (inv_nonneg.2 hT.le)
```

Taking ω = e_j − e_k and pulling the constant P_jk out of the integral,

A(T)_jk = [(1/T) ∫₀ᵀ exp(−i (e_j − e_k) t) dt] P_jk → D_jk.

Convergence of matrices means convergence of every entry, and `tendsto_pi_nhds`, applied twice, reduces the matrix limit to the entry (j, k). The statement `hd` writes D_jk as the limit of the phase average times P_jk. Nothing is assumed about P here.

```lean
omit [Fintype n] [DecidableEq n] in
/-- For any real levels, degenerate or not, the time average of the density matrix tends
to the dephased matrix as `T → ∞`. -/
theorem timeAverage_tendsto (e : n → ℝ) (P : Matrix n n ℂ) :
    Tendsto (timeAverage e P) atTop (𝓝 (dephase e P)) := by
  refine tendsto_pi_nhds.2 fun j => tendsto_pi_nhds.2 fun k => ?_
  have hd : dephase e P j k = (if e j - e k = 0 then 1 else 0) * P j k := by
    by_cases h : e j = e k <;> simp [dephase, sub_eq_zero, h]
  rw [hd]
  refine ((phase_average (e j - e k)).mul_const (P j k)).congr fun T => ?_
  simp only [timeAverage, evolve, of_apply]
  rw [intervalIntegral.integral_mul_const]
  exact mul_assoc _ _ _
```

## The trace of D − D² and the loss of idempotency

Now let P be Hermitian and idempotent. The diagonal entries always survive, because e_j = e_j, so

tr D = tr P = tr P² = Σ_jk P_jk P_kj.

In tr D² = Σ_jk D_jk D_kj only pairs with e_j = e_k contribute, and these terms agree with those of the first sum. In the difference the pairs with e_j ≠ e_k remain, and Hermiticity gives P_jk P_kj = |P_jk|²:

tr D − tr D² = C.

For a determinant of N particles tr P = N, so tr D² = N − C. The statements `h1` and `h2` expand the two traces, `hn` is the use of Hermiticity, and the case split on `e j = e k` compares the terms.

```lean
omit [DecidableEq n] in
/-- For Hermitian idempotent `P`, the dephased matrix `D` has `tr D - tr D²` equal to the
sum of `|P j k|²` over pairs of different levels. -/
theorem purity_loss (e : n → ℝ) {P : Matrix n n ℂ} (hP : P.IsHermitian) (hPP : P * P = P) :
    (dephase e P).trace - (dephase e P * dephase e P).trace = (coherence e P : ℂ) := by
  -- tr D = tr P = tr P²
  have h1 : (dephase e P).trace = ∑ j, ∑ k, P j k * P k j := by
    calc (dephase e P).trace = P.trace := by simp [Matrix.trace, dephase]
      _ = (P * P).trace := by rw [hPP]
      _ = _ := by simp [Matrix.trace, Matrix.mul_apply]
  have h2 : (dephase e P * dephase e P).trace
      = ∑ j, ∑ k, dephase e P j k * dephase e P k j := by
    simp [Matrix.trace, Matrix.mul_apply]
  rw [h1, h2, ← Finset.sum_sub_distrib, coherence, Complex.ofReal_sum]
  refine Finset.sum_congr rfl fun j _ => ?_
  rw [← Finset.sum_sub_distrib, Complex.ofReal_sum]
  refine Finset.sum_congr rfl fun k _ => ?_
  have hn : P j k * P k j = (Complex.normSq (P j k) : ℂ) := by
    rw [← hP.apply k j]
    exact Complex.mul_conj _
  by_cases h : e j = e k
  · simp [dephase, h]
  · simp [dephase, h, hn]
```

If D² = D, the left side vanishes and C = 0. A sum of non-negative terms that vanishes has all its terms zero, so P_jk = 0 whenever e_j ≠ e_k, which is D = P. Conversely, D = P gives D² = P² = P = D. In the proof `h0` is C = 0, `hnn` is the non-negativity, and `Finset.sum_eq_zero_iff_of_nonneg` is used once for the sum over j and once for the sum over k.

```lean
omit [DecidableEq n] in
/-- For Hermitian idempotent `P`, the dephased matrix is idempotent iff it equals `P`. -/
theorem dephase_idempotent_iff (e : n → ℝ) {P : Matrix n n ℂ} (hP : P.IsHermitian)
    (hPP : P * P = P) : dephase e P * dephase e P = dephase e P ↔ dephase e P = P := by
  refine ⟨fun h => ?_, fun h => by rw [h, hPP]⟩
  have h0 : coherence e P = 0 := by
    have hl := purity_loss e hP hPP
    rw [h, sub_self] at hl
    exact Complex.ofReal_eq_zero.1 hl.symm
  have hnn : ∀ j k, 0 ≤ (if e j = e k then 0 else Complex.normSq (P j k)) := by
    intro j k
    split_ifs
    · exact le_rfl
    · exact Complex.normSq_nonneg _
  -- a vanishing sum of squares kills every coherence separately
  ext j k
  have hj := (Finset.sum_eq_zero_iff_of_nonneg
    fun j _ => Finset.sum_nonneg fun k _ => hnn j k).1 h0 j (Finset.mem_univ j)
  have hk := (Finset.sum_eq_zero_iff_of_nonneg fun k _ => hnn j k).1 hj k (Finset.mem_univ k)
  by_cases hjk : e j = e k
  · simp [dephase, hjk]
  · rw [if_neg hjk, Complex.normSq_eq_zero] at hk
    simp [dephase, hk]
```

The condition D = P has a form that does not refer to entries. For any matrix P,

[H, P]_jk = (e_j − e_k) P_jk.

For equal levels both this entry and (D − P)_jk vanish identically. For different levels the factor e_j − e_k is non-zero (`hne`), so the commutator entry vanishes exactly when P_jk = 0, which is again D_jk = P_jk.

```lean
/-- Dephasing leaves a matrix unchanged iff the matrix commutes with the Hamiltonian. -/
theorem dephase_eq_iff_commute (e : n → ℝ) (P : Matrix n n ℂ) :
    dephase e P = P ↔ hamiltonian e * P = P * hamiltonian e := by
  rw [← Matrix.ext_iff, ← Matrix.ext_iff]
  refine forall_congr' fun j => forall_congr' fun k => ?_
  simp only [hamiltonian, dephase, diagonal_mul, mul_diagonal, of_apply]
  by_cases h : e j = e k
  · rw [if_pos h, h]
    exact ⟨fun _ => mul_comm _ _, fun _ => rfl⟩
  · rw [if_neg h]
    have hne : (e j : ℂ) - e k ≠ 0 := sub_ne_zero.2 fun h' => h (Complex.ofReal_injective h')
    refine ⟨fun h0 => by rw [← h0, mul_zero, zero_mul], fun h0 => ?_⟩
    have hz : ((e j : ℂ) - e k) * P j k = 0 := by linear_combination h0
    exact ((mul_eq_zero.1 hz).resolve_left hne).symm
```

## Arbitrary levels and distinct levels

The theorem `dephasing_general` reads: for any real levels on a finite set of states and any P with `P.IsHermitian` and `P * P = P`, the average A(T) tends to D as T → ∞, and D² = D if and only if HP = PH. These two hypotheses are the condition that P is the density matrix of a single determinant, and they are assumed of the initial state. The proof chains the last two equivalences.

```lean
/-- For any real levels and Hermitian idempotent `P`, the time average tends to the dephased
matrix, which is idempotent iff `P` commutes with the Hamiltonian. -/
theorem dephasing_general (e : n → ℝ) {P : Matrix n n ℂ} (hP : P.IsHermitian)
    (hPP : P * P = P) :
    Tendsto (timeAverage e P) atTop (𝓝 (dephase e P)) ∧
      (dephase e P * dephase e P = dephase e P ↔ hamiltonian e * P = P * hamiltonian e) :=
  ⟨timeAverage_tendsto e P,
    (dephase_idempotent_iff e hP hPP).trans (dephase_eq_iff_commute e P)⟩
```

If the levels are pairwise distinct, written `Function.Injective e`, then e_j = e_k means j = k, and D is the diagonal matrix of populations P_jj, written `diagonal P.diag`. The theorem `dephasing_nondegenerate` says that A(T) tends to this matrix, and that it is idempotent if and only if P was diagonal to begin with (`P.IsDiag`). The statement `hd` identifies D with the diagonal part.

```lean
/-- For pairwise distinct levels and Hermitian idempotent `P`, the time average tends to the
diagonal part of `P`, which is idempotent iff `P` is diagonal. -/
theorem dephasing_nondegenerate {e : n → ℝ} (he : Function.Injective e) {P : Matrix n n ℂ}
    (hP : P.IsHermitian) (hPP : P * P = P) :
    Tendsto (timeAverage e P) atTop (𝓝 (diagonal P.diag)) ∧
      (diagonal P.diag * diagonal P.diag = diagonal P.diag ↔ P.IsDiag) := by
  have hd : dephase e P = diagonal P.diag := by
    ext j k
    by_cases h : j = k
    · simp [dephase, h]
    · simp [dephase, he.eq_iff, h]
  rw [Matrix.isDiag_iff_diagonal_diag, ← hd]
  exact ⟨timeAverage_tendsto e P, dephase_idempotent_iff e hP hPP⟩
```

For non-interacting electrons in a finite basis with a fixed Hamiltonian, the long-time averaged density matrix therefore fails to be that of a determinant unless the initial state was stationary, although the instantaneous one is a projector throughout. Dephasing here means only the cancellation of phases in a time average: there is no environment, and the theorems concern the limit of A(T), not of ρ(t), whose entries keep their moduli. A Hamiltonian that depends on time or on ρ, as in self-consistent propagation, and a continuous spectrum are not covered. The limit theorems give no rate. By the closed form of the integral, the average of a phase with ω ≠ 0 has modulus 2|sin(ωT/2)|/(|ω|T), which stays close to 1 as long as |ω|T is small, so nearly degenerate pairs average out slowly.

## A general Hermitian Hamiltonian as the starting point

An alternative model starts from an arbitrary Hermitian matrix H and defines ρ(t) = U(t) P U(t)† with the matrix exponential U(t) = exp(−iHt). The limit would then be written with the spectral projector Π_λ of each eigenvalue λ of H,

D = Σ_λ Π_λ P Π_λ.

The statement with the commutator would become independent of the basis, at the cost of invoking the spectral theorem and diagonalising the exponential to recover the entry formula for ρ(t). The statement for distinct levels would still need an eigenbasis to give "diagonal" a meaning. This reformulation and the finite-T values below are ordinary calculation, with no Lean theorem behind them.

## Two levels in equal superposition

Take states 0 and 1 with e_0 = 0 and e_1 = 1, and one particle in the normalised orbital (1, 1)/√2, so that every entry of P is 1/2. The diagonal entries of ρ(t) stay at 1/2, and

ρ(t)_01 = exp(it)/2,

A(T)_01 = (exp(iT) − 1) / (2iT), with |A(T)_01| = |sin(T/2)| / T ≤ 1/T.

At T = π this entry is i/π ≈ 0.318 i, at T = 2π it is 0, and at T = 3π it is i/(3π) ≈ 0.106 i. The limit is D = diag(1/2, 1/2), with D² = diag(1/4, 1/4). Hence tr D − tr D² = 1 − 1/2 = 1/2, in agreement with C = 1/4 + 1/4. The theorem `dephasing_witness` confirms that these levels are distinct, that P is Hermitian and idempotent, that D has the stated form, and that D² ≠ D, the last by comparing the (0, 0) entries 1/4 and 1/2 in `h00`.

```lean
/-- With distinct levels `0, 1`, the Hermitian idempotent matrix with all entries `1/2`
dephases to `diag(1/2, 1/2)`, which is not idempotent. -/
theorem dephasing_witness :
    let e : Fin 2 → ℝ := ![0, 1]
    let P : Matrix (Fin 2) (Fin 2) ℂ := !![1 / 2, 1 / 2; 1 / 2, 1 / 2]
    Function.Injective e ∧ P.IsHermitian ∧ P * P = P ∧
      dephase e P = !![1 / 2, 0; 0, 1 / 2] ∧ dephase e P * dephase e P ≠ dephase e P := by
  intro e P
  have hD : dephase e P = !![1 / 2, 0; 0, 1 / 2] := by
    ext i j
    fin_cases i <;> fin_cases j <;> simp [dephase, e, P]
  refine ⟨?_, ?_, ?_, hD, ?_⟩
  · intro a b
    fin_cases a <;> fin_cases b <;> simp [e]
  · refine Matrix.IsHermitian.ext fun i j => ?_
    fin_cases i <;> fin_cases j <;> simp [P]
  · ext i j
    fin_cases i <;> fin_cases j <;> norm_num [P, Matrix.mul_apply, Fin.sum_univ_two]
  · rw [hD]
    intro h
    have h00 := congrFun (congrFun h 0) 0
    norm_num [Matrix.mul_apply, Fin.sum_univ_two] at h00

end

end DensityMatrixDephasing
```

```lean
#print axioms DensityMatrixDephasing.evolve_liouville
#print axioms DensityMatrixDephasing.evolve_projector
#print axioms DensityMatrixDephasing.dephasing_general
#print axioms DensityMatrixDephasing.dephasing_nondegenerate
```

```
'DensityMatrixDephasing.evolve_liouville' depends on axioms: [propext, Classical.choice, Quot.sound]
'DensityMatrixDephasing.evolve_projector' depends on axioms: [propext, Classical.choice, Quot.sound]
'DensityMatrixDephasing.dephasing_general' depends on axioms: [propext, Classical.choice, Quot.sound]
'DensityMatrixDephasing.dephasing_nondegenerate' depends on axioms: [propext, Classical.choice, Quot.sound]
```
